# With a kernel bounded by $M$, a two-level Casida shift is at most $2M$ times the squared absolute overlap

## Two sites, one donor and one acceptor

Take two grid points and the orthonormal orbitals $f=(\cos\theta,\sin\theta)$ and $g=(-\sin\theta,\cos\theta)$. For small $\theta>0$, $f$ sits mainly on the first site and $g$ on the second, so exciting from $f$ to $g$ moves charge. The transition density $q=fg$ is $(-S/2,\,S/2)$ with $S=\sin 2\theta$, and $\sum_x|q(x)|=S$.

Let the kernel be $U>0$ on each site and zero between sites. Its matrix element is $K=US^2/2$, and the two-level Casida equation $W^2=w^2+2wK$ relates the excitation energy $W$ to the orbital gap $w$. With $w=U=1$:

| $S$ | $W=\sqrt{1+S^2}$ | shift $W-w$ | bound $2US^2$ |
|---|---|---|---|
| 0.2 | 1.0198 | 0.0198 | 0.08 |
| 0.1 | 1.0050 | 0.0050 | 0.02 |

Halving the overlap divides the shift by about four.

## The bound for a general grid and kernel

Let $q(x)=f(x)g(x)$, $S=\sum_x|q(x)|$ and $K=\sum_{x,y}q(x)k(x,y)q(y)$. If $|k(x,y)|\le M$, $w>0$, $W\ge0$ and $W^2=w^2+2wK$, then
$$|W-w|\le 2MS^2 .$$

This is `charge_transfer_shift_le`. The grid is a finite type `X`, orbitals are functions `X → ℝ`, $S$ is `absOverlap f g`, $K$ is `kernelElement k f g`, and `IsCasidaRoot w K W` contains the equation and $W\ge0$. Quadrature weights and spin factors are absorbed into the orbitals and the kernel. The orbitals need be neither normalised nor orthogonal; orthogonality alone does not make $S$ small, because $S$ sums absolute values.

In time-dependent density functional theory, $k$ is the Hartree plus exchange-correlation kernel, and $M$ bounds its absolute value at every pair of grid points. In the continuum the Hartree kernel diverges at coinciding points and a local exchange-correlation kernel is a delta function, so $M$ can grow as the grid is refined. The Casida equation is assumed, and coupling to other transitions is left out. So is the nonlocal exchange of hybrid functionals, which also couples $f(x)^2$ to $g(y)^2$, a term that does not need the orbitals to overlap.

## From the equation to the bound

Factor the equation and take absolute values:
$$(W-w)(W+w)=2wK,\qquad |W-w|\,(W+w)=2w|K|.$$
Since $W+w\ge w>0$, this gives $|W-w|\le2|K|$. The triangle inequality gives
$$|K|\le\sum_{x,y}|q(x)|\,|k(x,y)|\,|q(y)|\le MS^2 .$$

If $K\ge0$, then $W\ge w$, and $2w(W-w)=2wK-(W-w)^2\le2wK$. Hence $0\le W-w\le K\le MS^2$.

The factor 2 is attained with a negative matrix element. For $S>0$, let $s(x)=\pm1$ be the sign of $q(x)$ and set $k(x,y)=-M\,s(x)s(y)$ with $M=w/(2S^2)$. Then $K=-w/2$, $W=0$, and both sides equal $w$.

## Donor and acceptor at distance $R$

Let $d$ be the distance, and let the orbitals decay around centres $P$ and $Q$ with $R=d(P,Q)$: $|f(x)|\le Ae^{-a\,d(x,P)}$ and $|g(x)|\le Be^{-a\,d(x,Q)}$, $a\ge0$. Because $d(x,P)+d(x,Q)\ge R$, each $|q(x)|\le ABe^{-aR}$. On $N\ge1$ grid points,
$$S\le NAB\,e^{-aR},\qquad |W-w|\le2M(NAB)^2e^{-2aR}.$$

Conversely, suppose $R>0$ and $|W-w|\ge c/R$, the distance dependence of an electron–hole attraction. Taking $M=\max|k|$ and multiplying by $Re^{2aR}$ gives, for some $x,y$,
$$c\,e^{2aR}\le2R(NAB)^2|k(x,y)| .$$

In this two-level model, with $N,A,B$, $a>0$ and $c>0$ fixed, a kernel bounded independently of $R$ therefore cannot supply a $1/R$ correction to the orbital gap at large separation. The $1/R$ size is a hypothesis here.

## The Tamm–Dancoff variant

Modelling the excitation by $W=w+K$ would give $|W-w|=|K|\le MS^2$ immediately. The factor 2 would disappear, and a matrix element $K<-w$ would make $W$ negative.

## The Lean file

```lean
import Mathlib

open Finset

namespace ChargeTransferKernel

noncomputable section

variable {X E : Type*} [Fintype X] [PseudoMetricSpace E]

/-- The transition density `q(x) = f(x) g(x)` of two real orbitals on a grid. -/
def transitionDensity (f g : X → ℝ) (x : X) : ℝ := f x * g x

/-- The absolute overlap `∑ |f(x) g(x)|` of two orbitals. -/
def absOverlap (f g : X → ℝ) : ℝ := ∑ x, |transitionDensity f g x|

/-- The matrix element `∑ q(x) k(x,y) q(y)` of the kernel `k` with the transition density. -/
def kernelElement (k : X → X → ℝ) (f g : X → ℝ) : ℝ :=
  ∑ x, ∑ y, transitionDensity f g x * k x y * transitionDensity f g y

/-- `W` is a nonnegative solution of the two-level Casida equation `W² = w² + 2wK` with
orbital energy gap `w` and kernel matrix element `K`. -/
def IsCasidaRoot (w K W : ℝ) : Prop := 0 ≤ W ∧ W ^ 2 = w ^ 2 + 2 * w * K

/-- The absolute value of the orbital `f` is at most `A exp(-a r)` at every grid point, where `r` is
the distance of the point from the centre `P` and `pos` gives the positions of the grid points. -/
def ExpLocalized (pos : X → E) (f : X → ℝ) (P : E) (A a : ℝ) : Prop :=
  ∀ x, |f x| ≤ A * Real.exp (-(a * dist (pos x) P))

/-- The excitation energy differs from the orbital gap by at most twice the size of the
kernel matrix element. -/
theorem casida_shift_le {w K W : ℝ} (hw : 0 < w) (h : IsCasidaRoot w K W) :
    |W - w| ≤ 2 * |K| := by
  obtain ⟨hW, hsq⟩ := h
  -- factor the difference of squares and take absolute values
  have h1 : (W - w) * (W + w) = 2 * w * K := by linear_combination hsq
  have h2 : |W - w| * (W + w) = 2 * w * |K| := by
    have h3 := congrArg abs h1
    rwa [abs_mul, abs_mul, abs_of_nonneg (by linarith : 0 ≤ W + w),
      abs_of_pos (by linarith : 0 < 2 * w)] at h3
  refine le_of_mul_le_mul_right ?_ hw
  nlinarith [mul_nonneg (abs_nonneg (W - w)) hW]

/-- A kernel bounded by `M` has a matrix element of size at most `M` times the squared
absolute overlap. -/
theorem abs_kernelElement_le {k : X → X → ℝ} {M : ℝ} (hk : ∀ x y, |k x y| ≤ M)
    (f g : X → ℝ) : |kernelElement k f g| ≤ M * absOverlap f g ^ 2 := by
  unfold kernelElement absOverlap
  set q := transitionDensity f g
  calc |∑ x, ∑ y, q x * k x y * q y|
      ≤ ∑ x, ∑ y, |q x * k x y * q y| :=
        (abs_sum_le_sum_abs _ _).trans (sum_le_sum fun x _ => abs_sum_le_sum_abs _ _)
    _ ≤ ∑ x, ∑ y, M * (|q x| * |q y|) := by
        refine sum_le_sum fun x _ => sum_le_sum fun y _ => ?_
        have h := mul_le_mul_of_nonneg_right (hk x y)
          (mul_nonneg (abs_nonneg (q x)) (abs_nonneg (q y)))
        rw [abs_mul, abs_mul]
        linarith
    _ = M * (∑ x, |q x|) ^ 2 := by
        rw [sq, sum_mul_sum]
        simp only [mul_sum]

/-- For a kernel bounded by `M`, the correction to the orbital gap is at most `2M` times the
squared absolute overlap of the two orbitals. -/
theorem charge_transfer_shift_le {k : X → X → ℝ} {M w W : ℝ} {f g : X → ℝ}
    (hk : ∀ x y, |k x y| ≤ M) (hw : 0 < w)
    (h : IsCasidaRoot w (kernelElement k f g) W) :
    |W - w| ≤ 2 * M * absOverlap f g ^ 2 := by
  linarith [casida_shift_le hw h, abs_kernelElement_le hk f g]

/-- If a kernel bounded by `M` has a nonnegative matrix element, the excitation energy is at least
the orbital gap and exceeds it by at most `M` times the squared absolute overlap. -/
theorem repulsive_shift_le {k : X → X → ℝ} {M w W : ℝ} {f g : X → ℝ}
    (hk : ∀ x y, |k x y| ≤ M) (hw : 0 < w) (hK : 0 ≤ kernelElement k f g)
    (h : IsCasidaRoot w (kernelElement k f g) W) :
    w ≤ W ∧ W - w ≤ M * absOverlap f g ^ 2 := by
  obtain ⟨hW, hsq⟩ := h
  have hwK := mul_nonneg hw.le hK
  have hle : w ≤ W := by
    by_contra hlt
    have hlt' : W < w := lt_of_not_ge hlt
    nlinarith [mul_pos (sub_pos.mpr hlt') (by linarith : 0 < w + W)]
  have hshift : W - w ≤ kernelElement k f g := by
    refine le_of_mul_le_mul_right ?_ hw
    nlinarith [sq_nonneg (W - w)]
  exact ⟨hle, hshift.trans ((le_abs_self _).trans (abs_kernelElement_le hk f g))⟩

/-- For every gap and every pair of orbitals with nonzero absolute overlap, some bounded kernel
brings the excitation energy to zero and attains equality in the overlap bound. -/
theorem charge_transfer_shift_sharp {w : ℝ} (hw : 0 < w) (f g : X → ℝ)
    (hS : 0 < absOverlap f g) :
    ∃ (k : X → X → ℝ) (M : ℝ), (∀ x y, |k x y| ≤ M) ∧
      IsCasidaRoot w (kernelElement k f g) 0 ∧
      |0 - w| = 2 * M * absOverlap f g ^ 2 := by
  -- the signs of the transition density
  obtain ⟨s, hs1, hs⟩ : ∃ s : X → ℝ, (∀ x, |s x| = 1) ∧
      ∀ x, transitionDensity f g x * s x = |transitionDensity f g x| := by
    refine ⟨fun x => if 0 ≤ transitionDensity f g x then 1 else -1, fun x => ?_, fun x => ?_⟩
    · dsimp only
      split_ifs <;> simp
    · dsimp only
      split_ifs with hx
      · rw [abs_of_nonneg hx, mul_one]
      · rw [abs_of_neg (lt_of_not_ge hx), mul_neg_one]
  obtain ⟨c, hc0, hc⟩ : ∃ c : ℝ, 0 ≤ c ∧ c * absOverlap f g ^ 2 = w / 2 :=
    ⟨w / (2 * absOverlap f g ^ 2), by positivity, by field_simp⟩
  have hK : kernelElement (fun x y => -c * (s x * s y)) f g = -c * absOverlap f g ^ 2 := by
    unfold kernelElement absOverlap
    rw [sq, sum_mul_sum]
    simp only [mul_sum]
    refine sum_congr rfl fun x _ => sum_congr rfl fun y _ => ?_
    linear_combination (-c * (transitionDensity f g y * s y)) * hs x
      + (-c * |transitionDensity f g x|) * hs y
  refine ⟨fun x y => -c * (s x * s y), c, fun x y => ?_, ⟨le_rfl, ?_⟩, ?_⟩
  · rw [abs_mul, abs_mul, hs1, hs1, abs_neg, abs_of_nonneg hc0, mul_one, mul_one]
  · rw [hK]
    linear_combination (2 * w) * hc
  · rw [zero_sub, abs_neg, abs_of_pos hw]
    linear_combination (-2) * hc

/-- The absolute overlap of two exponentially localized orbitals is bounded by a constant times
`exp(-a R)`, where `R` is the distance between their centres. -/
theorem absOverlap_le_exp {pos : X → E} {f g : X → ℝ} {P Q : E} {A B a : ℝ} (ha : 0 ≤ a)
    (hf : ExpLocalized pos f P A a) (hg : ExpLocalized pos g Q B a) :
    absOverlap f g ≤ Fintype.card X * (A * B * Real.exp (-(a * dist P Q))) := by
  have key : ∀ x, |transitionDensity f g x| ≤ A * B * Real.exp (-(a * dist P Q)) := by
    intro x
    have hA : 0 ≤ A := by
      by_contra hn
      linarith [abs_nonneg (f x), hf x, mul_neg_of_neg_of_pos (lt_of_not_ge hn)
        (Real.exp_pos (-(a * dist (pos x) P)))]
    have hB : 0 ≤ B := by
      by_contra hn
      linarith [abs_nonneg (g x), hg x, mul_neg_of_neg_of_pos (lt_of_not_ge hn)
        (Real.exp_pos (-(a * dist (pos x) Q)))]
    -- the two distances from a grid point add up to at least the separation
    have hd := mul_le_mul_of_nonneg_left (dist_triangle_left P Q (pos x)) ha
    calc |transitionDensity f g x| = |f x| * |g x| := abs_mul _ _
      _ ≤ (A * Real.exp (-(a * dist (pos x) P))) * (B * Real.exp (-(a * dist (pos x) Q))) :=
          mul_le_mul (hf x) (hg x) (abs_nonneg _) ((abs_nonneg _).trans (hf x))
      _ = A * B * Real.exp (-(a * dist (pos x) P) + -(a * dist (pos x) Q)) := by
          rw [Real.exp_add]
          ring
      _ ≤ A * B * Real.exp (-(a * dist P Q)) :=
          mul_le_mul_of_nonneg_left (Real.exp_le_exp.mpr (by linarith)) (mul_nonneg hA hB)
  calc absOverlap f g ≤ ∑ _x : X, A * B * Real.exp (-(a * dist P Q)) :=
        sum_le_sum fun x _ => key x
    _ = _ := by rw [sum_const, card_univ, nsmul_eq_mul]

/-- For exponentially localized donor and acceptor orbitals at distance `R`, a bounded kernel
corrects the orbital gap by at most a constant times `exp(-2aR)`. -/
theorem shift_le_exp [Nonempty X] {pos : X → E} {f g : X → ℝ} {P Q : E} {A B a : ℝ}
    {k : X → X → ℝ} {M w W : ℝ} (ha : 0 ≤ a)
    (hf : ExpLocalized pos f P A a) (hg : ExpLocalized pos g Q B a)
    (hk : ∀ x y, |k x y| ≤ M) (hw : 0 < w)
    (h : IsCasidaRoot w (kernelElement k f g) W) :
    |W - w| ≤ 2 * M * (Fintype.card X * A * B) ^ 2 * Real.exp (-(2 * a * dist P Q)) := by
  obtain ⟨x₀⟩ := ‹Nonempty X›
  have hM : 0 ≤ M := (abs_nonneg _).trans (hk x₀ x₀)
  have hS : 0 ≤ absOverlap f g := sum_nonneg fun x _ => abs_nonneg _
  have hexp : Real.exp (-(2 * a * dist P Q)) = Real.exp (-(a * dist P Q)) ^ 2 := by
    rw [sq, ← Real.exp_add]
    congr 1
    ring
  calc |W - w| ≤ 2 * M * absOverlap f g ^ 2 := charge_transfer_shift_le hk hw h
    _ ≤ 2 * M * (Fintype.card X * (A * B * Real.exp (-(a * dist P Q)))) ^ 2 :=
        mul_le_mul_of_nonneg_left (pow_le_pow_left₀ hS (absOverlap_le_exp ha hf hg) 2)
          (by linarith)
    _ = _ := by
        rw [hexp]
        ring

/-- If the correction to the gap has size at least `c/R` for exponentially localized orbitals at
distance `R`, then some kernel value has absolute value at least a constant times `c exp(2aR)/R`. -/
theorem kernel_must_grow [Nonempty X] {pos : X → E} {f g : X → ℝ} {P Q : E} {A B a c : ℝ}
    {k : X → X → ℝ} {w W : ℝ} (ha : 0 ≤ a) (hR : 0 < dist P Q)
    (hf : ExpLocalized pos f P A a) (hg : ExpLocalized pos g Q B a) (hw : 0 < w)
    (h : IsCasidaRoot w (kernelElement k f g) W) (hc : c / dist P Q ≤ |W - w|) :
    ∃ x y, c * Real.exp (2 * a * dist P Q) ≤
      2 * dist P Q * (Fintype.card X * A * B) ^ 2 * |k x y| := by
  -- the largest absolute value of the kernel serves as the bound
  obtain ⟨p, hp⟩ := Finite.exists_max (fun p : X × X => |k p.1 p.2|)
  refine ⟨p.1, p.2, ?_⟩
  have h1 := hc.trans (shift_le_exp ha hf hg (fun x y => hp (x, y)) hw h)
  rw [div_le_iff₀ hR] at h1
  have h2 := mul_le_mul_of_nonneg_right h1 (Real.exp_pos (2 * a * dist P Q)).le
  have h3 : Real.exp (-(2 * a * dist P Q)) * Real.exp (2 * a * dist P Q) = 1 := by
    rw [← Real.exp_add, neg_add_cancel, Real.exp_zero]
  refine h2.trans (le_of_eq ?_)
  linear_combination (2 * dist P Q * (Fintype.card X * A * B) ^ 2 * |k p.1 p.2|) * h3

end

end ChargeTransferKernel
```

```lean
#print axioms ChargeTransferKernel.charge_transfer_shift_le
#print axioms ChargeTransferKernel.repulsive_shift_le
#print axioms ChargeTransferKernel.charge_transfer_shift_sharp
#print axioms ChargeTransferKernel.kernel_must_grow
```

```
'ChargeTransferKernel.charge_transfer_shift_le' depends on axioms: [propext, Classical.choice, Quot.sound]
'ChargeTransferKernel.repulsive_shift_le' depends on axioms: [propext, Classical.choice, Quot.sound]
'ChargeTransferKernel.charge_transfer_shift_sharp' depends on axioms: [propext, Classical.choice, Quot.sound]
'ChargeTransferKernel.kernel_must_grow' depends on axioms: [propext, Classical.choice, Quot.sound]
```

## How the proofs follow the algebra

In `casida_shift_le`, `linear_combination` produces the factorisation, `congrArg abs` takes absolute values, and `nlinarith` uses $|W-w|\,W\ge0$ before the common factor $w$ is cancelled. The `calc` block of `abs_kernelElement_le` is the triangle inequality, followed by the kernel bound and the factorisation of the double sum. `charge_transfer_shift_le` combines the two lemmas.

`repulsive_shift_le` gets $w\le W$ by contradiction and the upper bound from `sq_nonneg (W - w)`. `charge_transfer_shift_sharp` constructs the signs `s` and the strength `c` (the $M$ of the example above, not the coefficient of $1/R$), then computes the matrix element in `hK`.

For localized orbitals, `absOverlap_le_exp` applies `dist_triangle_left` at each grid point and sums; `shift_le_exp` squares the result. `kernel_must_grow` picks the largest absolute value of the kernel with `Finite.exists_max`, uses it as $M$, and cancels the exponentials through `h3`.
